# At most one strictly positive stationary solution for a real Ginzburg–Landau order parameter on a finite lattice with non-negative stiffnesses and positive quartic terms

Q: A Ginzburg–Landau order parameter is complex. What have you put in its place, and what do you call a solution?

A: The order parameter is a real number $f_x$ on each site $x$ of a finite set `V`. This describes zero field with a phase that is the same everywhere, so that the phase drops out. The type `V → ℝ` allows either sign; positivity is a separate hypothesis. The energy is

$$E(f)=\tfrac12\sum_{x,y}J_{xy}(f_x-f_y)^2+\sum_x\left(a_xf_x^2+\tfrac12 b_xf_x^4\right).$$

The stiffness $J_{xy}$ is the cost of an amplitude difference between two sites. The sign of $a_x$ says whether site $x$ alone would favour a condensate, and $b_x>0$ is the repulsion that makes the condensate saturate. A solution is a stationary point of this energy: the derivative at $t=0$ of $E(f+th)$ vanishes for every direction $h$.

In Lean 4 with Mathlib:

```lean
import Mathlib

open Finset

namespace GinzburgLandauAmplitude

noncomputable section

variable {V : Type*} [Fintype V] {J : V → V → ℝ} {a b : V → ℝ}

/-- Ginzburg-Landau energy of a real amplitude `f` with bond stiffnesses `J`, quadratic
coefficients `a` and quartic coefficients `b`; the factor `1/2` makes each bond count once
when `J` is symmetric. -/
def energy (J : V → V → ℝ) (a b : V → ℝ) (f : V → ℝ) : ℝ :=
  (1 / 2) * ∑ x, ∑ y, J x y * (f x - f y) ^ 2 + ∑ x, (a x * f x ^ 2 + b x * f x ^ 4 / 2)

/-- An amplitude is stationary if the energy has zero derivative along every direction `h`. -/
def IsStationary (J : V → V → ℝ) (a b : V → ℝ) (f : V → ℝ) : Prop :=
  ∀ h : V → ℝ, HasDerivAt (fun t : ℝ => energy J a b (fun x => f x + t * h x)) 0 0
```

Q: The sum runs over ordered pairs. Are bonds counted twice?

A: Each bond appears twice, and the factor $\tfrac12$ compensates when $J_{xy}=J_{yx}$, which the theorems assume.

Q: I would have started from the lattice equation, not from a derivative.

A: The equation is derived. Its left-hand side is called `residual`:

$$R_x(f)=\sum_yJ_{xy}(f_x-f_y)+a_xf_x+b_xf_x^3.$$

```lean
/-- Left-hand side of the discrete Ginzburg-Landau equation at the site `x`. -/
def residual (J : V → V → ℝ) (a b : V → ℝ) (f : V → ℝ) (x : V) : ℝ :=
  ∑ y, J x y * (f x - f y) + a x * f x + b x * f x ^ 3
```

Differentiating the energy along $h$ gives

$$\sum_{x,y}J_{xy}(f_x-f_y)(h_x-h_y)+2\sum_x(a_xf_x+b_xf_x^3)h_x.$$

In the part of the double sum with $h_y$, exchange the names $x$ and $y$. Since $J$ is symmetric and the difference changes sign, that part equals the part with $h_x$, and the double sum becomes $2\sum_xh_x\sum_yJ_{xy}(f_x-f_y)$. In the code, `Finset.sum_comm` does the exchange.

```lean
/-- Summation by parts on the bonds, for symmetric stiffnesses. -/
theorem sum_by_parts (hJ : ∀ x y, J x y = J y x) (f h : V → ℝ) :
    ∑ x, ∑ y, J x y * (f x - f y) * (h x - h y)
      = 2 * ∑ x, h x * ∑ y, J x y * (f x - f y) := by
  -- exchanging the two ends of a bond reverses the sign of the difference
  have hs : ∑ x, ∑ y, J x y * (f x - f y) * h y
      = -∑ x, ∑ y, J x y * (f x - f y) * h x := by
    rw [Finset.sum_comm, ← Finset.sum_neg_distrib]
    refine Finset.sum_congr rfl fun x _ => ?_
    rw [← Finset.sum_neg_distrib]
    refine Finset.sum_congr rfl fun y _ => ?_
    rw [hJ y x]
    ring
  have he : ∑ x, h x * ∑ y, J x y * (f x - f y)
      = ∑ x, ∑ y, J x y * (f x - f y) * h x := by
    refine Finset.sum_congr rfl fun x _ => ?_
    rw [Finset.mul_sum]
    exact Finset.sum_congr rfl fun y _ => by ring
  have hd : ∑ x, ∑ y, J x y * (f x - f y) * (h x - h y)
      = ∑ x, ∑ y, J x y * (f x - f y) * h x - ∑ x, ∑ y, J x y * (f x - f y) * h y := by
    rw [← Finset.sum_sub_distrib]
    refine Finset.sum_congr rfl fun x _ => ?_
    rw [← Finset.sum_sub_distrib]
    exact Finset.sum_congr rfl fun y _ => by ring
  rw [hd, hs, he]
  ring
```

The whole derivative is therefore $2\sum_xh_xR_x(f)$. The next proof builds it from the derivative of each bond and site term, then regroups the sums with `e1` and `e2`.

```lean
/-- First variation of the energy, for symmetric stiffnesses. -/
theorem first_variation (hJ : ∀ x y, J x y = J y x) (f h : V → ℝ) :
    HasDerivAt (fun t : ℝ => energy J a b (fun x => f x + t * h x))
      (2 * ∑ x, h x * residual J a b f x) 0 := by
  have hl : ∀ x, HasDerivAt (fun t : ℝ => f x + t * h x) (h x) 0 := fun x =>
    (((hasDerivAt_id' (0 : ℝ)).mul_const (h x)).const_add (f x)).congr_deriv (one_mul _)
  have h1 : ∀ x y, HasDerivAt
      (fun t : ℝ => J x y * ((f x + t * h x) - (f y + t * h y)) ^ 2)
      (J x y * (2 * (f x - f y) * (h x - h y))) 0 := fun x y =>
    ((((hl x).fun_sub (hl y)).fun_pow 2).const_mul (J x y)).congr_deriv (by simp)
  have h2 : ∀ x, HasDerivAt
      (fun t : ℝ => a x * (f x + t * h x) ^ 2 + b x * (f x + t * h x) ^ 4 / 2)
      (a x * (2 * f x * h x) + b x * (4 * f x ^ 3 * h x) / 2) 0 := fun x =>
    ((((hl x).fun_pow 2).const_mul (a x)).fun_add
      ((((hl x).fun_pow 4).const_mul (b x)).div_const 2)).congr_deriv (by simp)
  have h3 := ((HasDerivAt.fun_sum (u := Finset.univ) fun (x : V) _ =>
    HasDerivAt.fun_sum (u := Finset.univ) fun (y : V) _ => h1 x y).const_mul
      (1 / 2 : ℝ)).fun_add (HasDerivAt.fun_sum (u := Finset.univ) fun (x : V) _ => h2 x)
  refine h3.congr_deriv ?_
  -- collect the bond terms site by site
  have e1 : ∑ x, ∑ y, J x y * (2 * (f x - f y) * (h x - h y))
      = 2 * ∑ x, ∑ y, J x y * (f x - f y) * (h x - h y) := by
    rw [Finset.mul_sum]
    refine Finset.sum_congr rfl fun x _ => ?_
    rw [Finset.mul_sum]
    exact Finset.sum_congr rfl fun y _ => by ring
  have e2 : 2 * ∑ x, h x * residual J a b f x
      = 2 * ∑ x, h x * ∑ y, J x y * (f x - f y)
        + ∑ x, (a x * (2 * f x * h x) + b x * (4 * f x ^ 3 * h x) / 2) := by
    rw [Finset.mul_sum, Finset.mul_sum, ← Finset.sum_add_distrib]
    refine Finset.sum_congr rfl fun x _ => ?_
    unfold residual
    ring
  rw [e1, sum_by_parts hJ, e2]
  ring
```

If $R_x(f)=0$ everywhere, the derivative vanishes for all $h$. Conversely, choose $h=R(f)$: then $\sum_xR_x(f)^2=0$, so every $R_x(f)$ is zero. The code makes the same choice and uses the fact that a derivative is unique.

```lean
/-- For symmetric stiffnesses, an amplitude is stationary exactly when it solves the discrete
Ginzburg-Landau equation at every site. -/
theorem isStationary_iff (hJ : ∀ x y, J x y = J y x) (f : V → ℝ) :
    IsStationary J a b f ↔ ∀ x, residual J a b f x = 0 := by
  constructor
  · intro hf x
    -- vary along the residual itself
    have h0 := (first_variation hJ f (residual J a b f)).unique (hf (residual J a b f))
    have h1 : ∑ x, residual J a b f x * residual J a b f x = 0 := by linarith
    exact mul_self_eq_zero.1 ((Finset.sum_eq_zero_iff_of_nonneg
      fun x _ => mul_self_nonneg (residual J a b f x)).1 h1 x (Finset.mem_univ x))
  · intro h0 h
    exact (first_variation hJ f h).congr_deriv (by simp [h0])
```

Q: The energy needn't be convex when some $a_x$ are negative. Why should there be only one positive solution?

A: Because a positive solution can serve as a reference for every other amplitude. Take one bond with reference values $p,q>0$ and arbitrary real $u,v$. Expanding,

$$(p-q)\left(\frac{u^2}{p}-\frac{v^2}{q}\right)=u^2+v^2-\frac{q}{p}u^2-\frac{p}{q}v^2,$$

and hence

$$(u-v)^2-(p-q)\left(\frac{u^2}{p}-\frac{v^2}{q}\right)=\frac{(qu-pv)^2}{pq}\ge0.$$

This is a Picone inequality. In the code, `field_simp` and `ring` prove the identity and `positivity` supplies the sign.

```lean
/-- Picone inequality on one bond, for positive reference amplitudes `p` and `q`. -/
theorem picone_bond {p q : ℝ} (hp : 0 < p) (hq : 0 < q) (u v : ℝ) :
    (p - q) * (u ^ 2 / p - v ^ 2 / q) ≤ (u - v) ^ 2 := by
  have h : (u - v) ^ 2 - (p - q) * (u ^ 2 / p - v ^ 2 / q)
      = (q * u - p * v) ^ 2 / (p * q) := by
    field_simp
    ring
  have h' : 0 ≤ (q * u - p * v) ^ 2 / (p * q) := by positivity
  linarith
```

Now let $f$ be positive and stationary. Multiply $R_x(f)=0$ by $u_x^2/f_x$, where $u$ is now any real amplitude, and sum over sites. Summation by parts gives

$$\tfrac12\sum_{x,y}J_{xy}(f_x-f_y)\left(\frac{u_x^2}{f_x}-\frac{u_y^2}{f_y}\right)=-\sum_x(a_x+b_xf_x^2)u_x^2.$$

For $u=f$ the left side is the bond energy of $f$, so $E(f)=-\tfrac12\sum_xb_xf_x^4$. For $u=g$, the Picone inequality and $J_{xy}\ge0$ show that the bond energy of $g$ is at least the right side. Adding the site terms of $g$ cancels $a_x$:

$$E(g)\ge\sum_xb_x\left(\tfrac12g_x^4-f_x^2g_x^2\right)=E(f)+\tfrac12\sum_xb_x(g_x^2-f_x^2)^2.$$

In the next proof `key` is the tested equation, `hA` and `hB` are the cases $u=f$ and $u=g$, and `hC` completes the square.

```lean
/-- For symmetric non-negative stiffnesses, the energy of any real amplitude `g` exceeds that of
a positive stationary `f` by at least half the `b`-weighted squared difference of densities. -/
theorem energy_gap (hJ : ∀ x y, J x y = J y x) (hJ0 : ∀ x y, 0 ≤ J x y) {f : V → ℝ}
    (hf : ∀ x, 0 < f x) (hs : IsStationary J a b f) (g : V → ℝ) :
    energy J a b f + (1 / 2) * ∑ x, b x * (g x ^ 2 - f x ^ 2) ^ 2 ≤ energy J a b g := by
  have h0 := (isStationary_iff hJ f).1 hs
  -- test the Ginzburg-Landau equation with u² / f
  have key : ∀ u : V → ℝ,
      ∑ x, ∑ y, J x y * (f x - f y) * (u x ^ 2 / f x - u y ^ 2 / f y)
        = 2 * ∑ x, (-a x * u x ^ 2 - b x * f x ^ 2 * u x ^ 2) := by
    intro u
    rw [sum_by_parts hJ f (fun x => u x ^ 2 / f x)]
    congr 1
    refine Finset.sum_congr rfl fun x _ => ?_
    have hx := h0 x
    unfold residual at hx
    have hL : ∑ y, J x y * (f x - f y) = f x * (-a x - b x * f x ^ 2) := by
      linear_combination hx
    have hc : u x ^ 2 / f x * f x = u x ^ 2 := div_mul_cancel₀ _ (hf x).ne'
    rw [hL]
    linear_combination (-a x - b x * f x ^ 2) * hc
  have e : ∀ x, f x ^ 2 / f x = f x := fun x => by rw [sq, mul_self_div_self]
  have hA : ∑ x, ∑ y, J x y * (f x - f y) ^ 2
      = 2 * ∑ x, (-a x * f x ^ 2 - b x * f x ^ 2 * f x ^ 2) := by
    rw [← key f]
    refine Finset.sum_congr rfl fun x _ => Finset.sum_congr rfl fun y _ => ?_
    rw [e x, e y]
    ring
  have hB : 2 * ∑ x, (-a x * g x ^ 2 - b x * f x ^ 2 * g x ^ 2)
      ≤ ∑ x, ∑ y, J x y * (g x - g y) ^ 2 := by
    rw [← key g]
    refine Finset.sum_le_sum fun x _ => Finset.sum_le_sum fun y _ => ?_
    rw [mul_assoc]
    exact mul_le_mul_of_nonneg_left (picone_bond (hf x) (hf y) _ _) (hJ0 x y)
  -- the remaining site terms form a perfect square
  have hC : ∑ x, (-a x * f x ^ 2 - b x * f x ^ 2 * f x ^ 2)
        + ∑ x, (a x * f x ^ 2 + b x * f x ^ 4 / 2)
        + (1 / 2) * ∑ x, b x * (g x ^ 2 - f x ^ 2) ^ 2
      = ∑ x, (-a x * g x ^ 2 - b x * f x ^ 2 * g x ^ 2)
        + ∑ x, (a x * g x ^ 2 + b x * g x ^ 4 / 2) := by
    simp only [Finset.mul_sum, ← Finset.sum_add_distrib]
    exact Finset.sum_congr rfl fun x _ => by ring
  unfold energy
  linarith
```

Q: Can you show me that with numbers?

A: Take two sites joined by one bond with $J_{12}=J_{21}=2$, $b_1=b_2=1$, $a_1=1$ and $a_2=-5$. Site 1 alone would have no condensate. The amplitude $f=(1,2)$ is stationary:

$$2(1-2)+1+1=0,\qquad 2(2-1)-10+8=0.$$

Its energy is $2+\tfrac32-12=-8.5$, which agrees with $-\tfrac12(1+16)$. For $g=(1,1)$ the energy is $\tfrac32-\tfrac92=-3$. The bound requires at least $-8.5+\tfrac12(1-4)^2=-4$. The remaining difference of $1$ is the Picone remainder of the bond, $2\cdot(2\cdot1-1\cdot1)^2/2$.

Q: So a positive stationary state is a global minimum. Could another one have the same energy?

A: With every $b_x>0$, suppose $E(g)\le E(f)$. The sum of squares in the bound must then vanish, so $g_x^2=f_x^2$ and $|g_x|=f_x$ at every site. This already excludes a lower or equal energy for any real amplitude with a different modulus.

```lean
/-- For symmetric non-negative stiffnesses and positive `b`, any real amplitude whose energy does
not exceed that of a positive stationary `f` has modulus `f`. -/
theorem abs_eq_of_energy_le (hJ : ∀ x y, J x y = J y x) (hJ0 : ∀ x y, 0 ≤ J x y)
    (hb : ∀ x, 0 < b x) {f g : V → ℝ} (hf : ∀ x, 0 < f x) (hs : IsStationary J a b f)
    (hg : energy J a b g ≤ energy J a b f) (x : V) : |g x| = f x := by
  have hgap := energy_gap hJ hJ0 hf hs g
  have hn : ∀ x ∈ Finset.univ, 0 ≤ b x * (g x ^ 2 - f x ^ 2) ^ 2 := fun x _ =>
    mul_nonneg (hb x).le (sq_nonneg _)
  have hz : ∑ x, b x * (g x ^ 2 - f x ^ 2) ^ 2 = 0 :=
    le_antisymm (by linarith) (Finset.sum_nonneg hn)
  have hx := (Finset.sum_eq_zero_iff_of_nonneg hn).1 hz x (Finset.mem_univ x)
  have hq : g x ^ 2 - f x ^ 2 = 0 :=
    pow_eq_zero_iff (two_ne_zero) |>.1 ((mul_eq_zero.1 hx).resolve_left (hb x).ne')
  exact (sq_eq_sq₀ (abs_nonneg _) (hf x).le).1 (by rw [sq_abs]; linarith)
```

If $g$ is also positive and stationary, use it as the reference first: $E(g)\le E(f)$. The previous statement, with $f$ as the reference, then gives $|g_x|=f_x$, and positivity removes the modulus. That is the main theorem: for symmetric $J_{xy}\ge0$, $b_x>0$ and any real $a_x$, two stationary amplitudes that are positive at every site are equal.

```lean
/-- Uniqueness of the amplitude: for symmetric non-negative stiffnesses, positive `b` and
arbitrary real `a`, two strictly positive stationary amplitudes coincide. -/
theorem positive_stationary_unique (hJ : ∀ x y, J x y = J y x) (hJ0 : ∀ x y, 0 ≤ J x y)
    (hb : ∀ x, 0 < b x) {f g : V → ℝ} (hf : ∀ x, 0 < f x) (hg : ∀ x, 0 < g x)
    (hsf : IsStationary J a b f) (hsg : IsStationary J a b g) : f = g := by
  -- g minimises the energy, so f cannot lie below it
  have hgap := energy_gap hJ hJ0 hg hsg f
  have hn : 0 ≤ ∑ x, b x * (f x ^ 2 - g x ^ 2) ^ 2 :=
    Finset.sum_nonneg fun x _ => mul_nonneg (hb x).le (sq_nonneg _)
  funext x
  have hx := abs_eq_of_energy_le hJ hJ0 hb hf hsf (by linarith : energy J a b g ≤ _) x
  rw [← hx, abs_of_pos (hg x)]
```

Q: I usually have a graph with one stiffness $K$. Is that included?

A: Yes. Set $J_{xy}=K$ when $x$ and $y$ are adjacent and zero otherwise, so the bond energy is $K$ times the sum over edges of $(f_x-f_y)^2$. The quartic coefficient is a single $\beta>0$, while $a_x$ may still vary from site to site. The graph needn't be connected. The proof only checks that this $J$ is symmetric and non-negative.

```lean
/-- The case of a finite graph with one stiffness `K ≥ 0` on all edges and one quartic
coefficient `β > 0`: two strictly positive stationary amplitudes coincide for any real `a`. -/
theorem graph_amplitude_unique (G : SimpleGraph V) [DecidableRel G.Adj] {K β : ℝ}
    (hK : 0 ≤ K) (hβ : 0 < β) {f g : V → ℝ} (hf : ∀ x, 0 < f x) (hg : ∀ x, 0 < g x)
    (hsf : IsStationary (fun x y => if G.Adj x y then K else 0) a (fun _ => β) f)
    (hsg : IsStationary (fun x y => if G.Adj x y then K else 0) a (fun _ => β) g) :
    f = g := by
  refine positive_stationary_unique (fun x y => ?_) (fun x y => ?_) (fun _ => hβ) hf hg hsf hsg
  · simp only [G.adj_comm x y]
  · split_ifs
    · exact hK
    · exact le_rfl
```

Q: Uniqueness would be empty if there were no positive solutions. Do you prove that one exists?

A: For a uniform system, yes. With $a_x=-\alpha<0$ and $b_x=\beta>0$, the constant $\sqrt{\alpha/\beta}$ has no bond differences and satisfies $-\alpha+\beta f_x^2=0$. It is therefore stationary, and by uniqueness it is the only positive stationary amplitude.

```lean
/-- In a uniform system with `a = -α < 0` and `b = β > 0`, and symmetric non-negative
stiffnesses, the positive stationary amplitude is exactly the constant `√(α / β)`. -/
theorem uniform_amplitude (hJ : ∀ x y, J x y = J y x) (hJ0 : ∀ x y, 0 ≤ J x y) {α β : ℝ}
    (hα : 0 < α) (hβ : 0 < β) (f : V → ℝ) :
    ((∀ x, 0 < f x) ∧ IsStationary J (fun _ => -α) (fun _ => β) f)
      ↔ f = fun _ => √(α / β) := by
  have hpos : 0 < √(α / β) := Real.sqrt_pos.2 (div_pos hα hβ)
  have hc : β * √(α / β) ^ 2 = α := by
    rw [Real.sq_sqrt (div_pos hα hβ).le]
    field_simp
  have hst : IsStationary J (fun _ => -α) (fun _ => β) (fun _ => √(α / β)) := by
    refine (isStationary_iff hJ _).2 fun x => ?_
    simp only [residual, sub_self, mul_zero, Finset.sum_const_zero]
    linear_combination √(α / β) * hc
  constructor
  · rintro ⟨hf, hs⟩
    exact positive_stationary_unique hJ hJ0 (fun _ => hβ) hf (fun _ => hpos) hs hst
  · rintro rfl
    exact ⟨fun _ => hpos, hst⟩
```

For disordered $a_x$ the theorem says "at most one". There may be none: if all $a_x\ge0$ and there is at least one site, summing $R_x(f)=0$ over the sites cancels the bonds and leaves a strictly positive sum equal to zero.

Q: Then what does this tell someone who runs a simulation?

A: In this finite, real, zero-field model with symmetric $J_{xy}\ge0$ and $b_x>0$, a relaxation that has truly converged to a strictly positive stationary amplitude has reached the lowest possible energy, whatever the disorder in $a_x$. Two different positive profiles from two starting points mean that at least one run has not converged. Vortices, whose phase winds, and applied fields belong to a different energy, and the theorem makes no statement about them or about a continuum limit.

Q: Which hypotheses really do some work?

A: Positivity of the amplitude does: $-f$ is stationary whenever $f$ is. The sign of the stiffness does too. Take two sites with $J_{12}=J_{21}=-2$, $a_1=a_2=-3$ and $b_1=b_2=1$. Then $(1,2)$ is stationary, since

$$-2(1-2)-3+1=0,\qquad -2(2-1)-6+8=0,$$

and by symmetry so is $(2,1)$. Uniqueness thus fails if negative stiffnesses are admitted.

The quartic term matters as well. If $a_x=b_x=0$ everywhere, each term of the residual vanishes for a constant amplitude, so every constant is stationary. On a non-empty set of sites the constants $1$ and $2$ are then two different positive solutions, so $b_x\ge0$ would not be enough.

```lean
/-- With `a = 0` and no quartic term, every constant amplitude is stationary for symmetric
stiffnesses. -/
theorem constant_stationary_without_quartic (hJ : ∀ x y, J x y = J y x) (c : ℝ) :
    IsStationary J (fun _ => 0) (fun _ => 0) (fun _ => c) :=
  (isStationary_iff hJ _).2 fun x => by simp [residual]

end

end GinzburgLandauAmplitude
```

```lean
#print axioms GinzburgLandauAmplitude.positive_stationary_unique
-- 'GinzburgLandauAmplitude.positive_stationary_unique' depends on axioms: [propext, Classical.choice, Quot.sound]
#print axioms GinzburgLandauAmplitude.graph_amplitude_unique
-- 'GinzburgLandauAmplitude.graph_amplitude_unique' depends on axioms: [propext, Classical.choice, Quot.sound]
#print axioms GinzburgLandauAmplitude.uniform_amplitude
-- 'GinzburgLandauAmplitude.uniform_amplitude' depends on axioms: [propext, Classical.choice, Quot.sound]
#print axioms GinzburgLandauAmplitude.constant_stationary_without_quartic
-- 'GinzburgLandauAmplitude.constant_stationary_without_quartic' depends on axioms: [propext, Classical.choice, Quot.sound]
```
